# The maximum of trace(RᵀM) over rotations is the largest eigenvalue of Horn's 4×4 matrix

Take a rotation $R$ about the $z$ axis by an angle $\theta$, and write $c=\cos(\theta/2)$, $s=\sin(\theta/2)$. For a real 3×3 matrix $M$, with indices starting at 0, its overlap with $M$ is

$$\operatorname{tr}(R^TM)=(M_{00}+M_{11})(c^2-s^2)+2cs\,(M_{10}-M_{01})+M_{22}(c^2+s^2).$$

In half-angle variables this is a quadratic form on the unit circle $c^2+s^2=1$, so its maximum is the larger eigenvalue of a symmetric 2×2 matrix. Quaternions do the same for all rotations in three dimensions.

## The identity for a general rotation

Let $q=(q_0,q_1,q_2,q_3)$ be a quaternion with scalar part $q_0$ and vector part $u=(q_1,q_2,q_3)$. The matrix $R(q)$, which is a rotation when $|q|=1$, is defined by $v\mapsto qvq^*$, that is,

$$R(q)v=(q_0^2-|u|^2)v+2(u\cdot v)u+2q_0\,u\times v.$$

Set $a=(M_{21}-M_{12},\,M_{02}-M_{20},\,M_{10}-M_{01})$ and

$$N(M)=\begin{pmatrix}\operatorname{tr}M & a^T\\ a & M+M^T-(\operatorname{tr}M)\mathbf 1\end{pmatrix}.$$

Then $N(M)$ is symmetric and traceless, and $\operatorname{tr}(R(q)^TM)=q^TN(M)q$. Its largest eigenvalue $\mu$ is the maximum of $\operatorname{tr}(A^TM)$ over all proper rotations $A$.

## Superposing a frame on a reference

A code that fits structures by the quaternion method relies on this when it rotates points $x_k$ onto paired points $y_k$. With $M=\sum_k y_kx_k^T$,

$$\sum_k|y_k-Rx_k|^2=\sum_k(|y_k|^2+|x_k|^2)-2\operatorname{tr}(R^TM),$$

because $R$ preserves lengths and $y\cdot Rx=\operatorname{tr}(R^Tyx^T)$. For finitely many paired points, the smallest squared misfit over proper rotations is therefore $\sum_k(|y_k|^2+|x_k|^2)-2\mu$, and an optimal rotation comes from a unit eigenvector for $\mu$.

For example, let $x_1=(1,0,0)$, $x_2=(0,2,0)$, $y_1=(0,1,0)$, $y_2=(-1,0,0)$. The only nonzero entries of $M$ are $M_{10}=1$ and $M_{01}=-2$. Hence $N_{03}=N_{30}=3$, $N_{12}=N_{21}=-1$, and all other entries vanish. The eigenvalues are $\pm3,\pm1$. The top one has unit eigenvector $(1,0,0,1)/\sqrt2$, a quarter turn about $z$. The squared misfit is $7-2\cdot3=1$, which is the distance left between $Rx_2=(-2,0,0)$ and $y_2$, squared.

## From the quadratic form to all rotations

**Rotation matrix.** Choose axes with $u$ along the third. Then $R(q)$ multiplies that axis by $|q|^2$ and acts on the plane as $\begin{pmatrix}\alpha&-\beta\\\beta&\alpha\end{pmatrix}$, where $\alpha=q_0^2-|u|^2$, $\beta=2q_0|u|$ and $\alpha^2+\beta^2=|q|^4$. So $R^TR=|q|^4\mathbf 1$ and $\det R=|q|^6$. At $|q|=1$ these are $\mathbf 1$ and $1$, so $R(q)$ is a proper rotation. `quat_conjugation` and `rot_proper` check this by components.

**Quadratic form.** In $\sum_{ij}R_{ij}M_{ij}$, the coefficient of $q_0^2$ is $\operatorname{tr}M$, that of $q_1^2$ is $M_{00}-M_{11}-M_{22}$, that of $q_0q_1$ is $2(M_{21}-M_{12})$, and that of $q_1q_2$ is $2(M_{01}+M_{10})$. The rest follow by cyclic permutation. Halving the mixed coefficients gives $N(M)$, as in `hornMatrix_spec`.

**Top eigenvector.** Write $N=N(M)$. The unit sphere is compact, so $q^TNq$ attains a maximum $\mu$ there, and scaling gives $x^TNx\le\mu\,x\cdot x$ for every $x$. At a maximiser $q$ put $w=\mu q-Nq$. The bound at $q+tw$ reads

$$2t\,(w\cdot w)+t^2(\mu\,w\cdot w-w^TNw)\ge0\quad\text{for all }t.$$

Its discriminant $4(w\cdot w)^2$ cannot be positive, so $w=0$ and $Nq=\mu q$. Conversely, a unit eigenvector for $\mu$ attains the maximum. Any eigenvalue $\lambda$ satisfies $\lambda\,x\cdot x\le\mu\,x\cdot x$ on its eigenvector $x$, so $\mu$ is the largest. The existence of $\mu$ and the eigenvector criterion are `exists_top_eigenvector` and `attains_iff_eigenvector`; the latter calls `discrim_le_zero`. The comparison with the other eigenvalues is made inside `horn_alignment`.

**Square of $N$.** Let $C$ be the cofactor matrix of $M$. Multiplying out gives

$$\begin{aligned}
(N^2)_{00}&=(\operatorname{tr}M)^2+a\cdot a=\operatorname{tr}(M^TM)+2\operatorname{tr}C,\\
(N^2)_{11}&=\operatorname{tr}(M^TM)+2(C_{00}-C_{11}-C_{22}),\\
(N^2)_{01}&=2M_{00}(M_{21}-M_{12})+2M_{02}M_{10}-2M_{20}M_{01}=2(C_{21}-C_{12}),\\
(N^2)_{12}&=2M_{02}M_{21}+2M_{12}M_{20}-2M_{22}(M_{01}+M_{10})=2(C_{01}+C_{10}).
\end{aligned}$$

Symmetry and cyclic permutation supply the other entries, so $N(M)^2=\operatorname{tr}(M^TM)\mathbf 1+2N(C)$. This is `hornMatrix_sq`.

**Every proper rotation.** A rotation $A$ is its own cofactor matrix, so $N(A)^2=3\cdot\mathbf 1+2N(A)$. Hence $K=\mathbf 1+N(A)$ satisfies $K^2=4K$ and $\operatorname{tr}K=4$. Expanding the entries also gives $\operatorname{tr}(N(M)K)=4\operatorname{tr}(A^TM)$. Summing the bound over the columns of the symmetric matrix $K$ yields

$$16\operatorname{tr}(A^TM)=\operatorname{tr}(KN(M)K)\le\mu\operatorname{tr}(K^2)=16\mu.$$

`rotation_overlap_le` does this with `Finset.sum_le_sum`, without first finding a quaternion for $A$. The rotation $R(q)$ of the top eigenvector attains the bound, which completes `horn_alignment`.

## The Lean file

```lean
import Mathlib

open Matrix

namespace HornAlignment

noncomputable section

/-- The quaternion with real part `q 0` and imaginary parts `q 1`, `q 2`, `q 3`. -/
def quat (q : Fin 4 → ℝ) : Quaternion ℝ := ⟨q 0, q 1, q 2, q 3⟩

/-- The 3 by 3 matrix `R(q)`, quadratic in the components of the quaternion `q`. -/
def rot (q : Fin 4 → ℝ) : Matrix (Fin 3) (Fin 3) ℝ :=
  !![q 0 ^ 2 + q 1 ^ 2 - q 2 ^ 2 - q 3 ^ 2, 2 * (q 1 * q 2 - q 0 * q 3),
      2 * (q 1 * q 3 + q 0 * q 2);
    2 * (q 1 * q 2 + q 0 * q 3), q 0 ^ 2 - q 1 ^ 2 + q 2 ^ 2 - q 3 ^ 2,
      2 * (q 2 * q 3 - q 0 * q 1);
    2 * (q 1 * q 3 - q 0 * q 2), 2 * (q 2 * q 3 + q 0 * q 1),
      q 0 ^ 2 - q 1 ^ 2 - q 2 ^ 2 + q 3 ^ 2]

/-- Horn's 4 by 4 matrix `N(M)`, linear in the entries of the 3 by 3 matrix `M`. -/
def hornMatrix (M : Matrix (Fin 3) (Fin 3) ℝ) : Matrix (Fin 4) (Fin 4) ℝ :=
  !![M 0 0 + M 1 1 + M 2 2, M 2 1 - M 1 2, M 0 2 - M 2 0, M 1 0 - M 0 1;
    M 2 1 - M 1 2, M 0 0 - M 1 1 - M 2 2, M 0 1 + M 1 0, M 0 2 + M 2 0;
    M 0 2 - M 2 0, M 0 1 + M 1 0, -M 0 0 + M 1 1 - M 2 2, M 1 2 + M 2 1;
    M 1 0 - M 0 1, M 0 2 + M 2 0, M 1 2 + M 2 1, -M 0 0 - M 1 1 + M 2 2]

/-- The matrix `R(q)` acts on a vector `v` as the quaternion product `q v q*`. -/
theorem quat_conjugation (q : Fin 4 → ℝ) (v : Fin 3 → ℝ) :
    quat q * quat ![0, v 0, v 1, v 2] * star (quat q) =
      quat ![0, (rot q *ᵥ v) 0, (rot q *ᵥ v) 1, (rot q *ᵥ v) 2] := by
  -- read off components while keeping the quaternions folded
  have h0 : ∀ p, (quat p).re = p 0 := fun _ => rfl
  have h1 : ∀ p, (quat p).imI = p 1 := fun _ => rfl
  have h2 : ∀ p, (quat p).imJ = p 2 := fun _ => rfl
  have h3 : ∀ p, (quat p).imK = p 3 := fun _ => rfl
  ext <;> simp [h0, h1, h2, h3, rot, Matrix.mulVec, dotProduct, Fin.sum_univ_three] <;> ring

/-- For a unit quaternion, `R(q)` is orthogonal with determinant one. -/
theorem rot_proper (q : Fin 4 → ℝ) (hq : q ⬝ᵥ q = 1) :
    (rot q)ᵀ * rot q = 1 ∧ (rot q).det = 1 := by
  -- without normalisation the two quantities are powers of the squared norm
  have h1 : (rot q)ᵀ * rot q = ((q ⬝ᵥ q) ^ 2) • (1 : Matrix (Fin 3) (Fin 3) ℝ) := by
    ext i j
    fin_cases i <;> fin_cases j <;>
      simp [rot, Matrix.mul_apply, dotProduct, Fin.sum_univ_three, Fin.sum_univ_four] <;> ring
  have h2 : (rot q).det = (q ⬝ᵥ q) ^ 3 := by
    simp [rot, Matrix.det_fin_three, dotProduct, Fin.sum_univ_four]
    ring
  rw [h1, h2, hq]
  simp

/-- Horn's matrix is symmetric and traceless, and its quadratic form at `q` is the overlap
`trace (R(q)ᵀ M)`. -/
theorem hornMatrix_spec (M : Matrix (Fin 3) (Fin 3) ℝ) :
    (hornMatrix M)ᵀ = hornMatrix M ∧ Matrix.trace (hornMatrix M) = 0 ∧
      ∀ q, Matrix.trace ((rot q)ᵀ * M) = q ⬝ᵥ hornMatrix M *ᵥ q := by
  refine ⟨?_, ?_, fun q => ?_⟩
  · ext i j
    fin_cases i <;> fin_cases j <;> simp [hornMatrix]
  · simp [hornMatrix, Matrix.trace, Fin.sum_univ_four]
    ring
  · simp [hornMatrix, rot, Matrix.trace, Matrix.mul_apply, Matrix.mulVec, dotProduct,
      Fin.sum_univ_three, Fin.sum_univ_four]
    ring

/-- The square of Horn's matrix is `trace (Mᵀ M)` times the identity plus twice Horn's matrix
of the cofactor matrix of `M`. -/
theorem hornMatrix_sq (M : Matrix (Fin 3) (Fin 3) ℝ) :
    hornMatrix M * hornMatrix M = Matrix.trace (Mᵀ * M) • (1 : Matrix (Fin 4) (Fin 4) ℝ) +
      (2 : ℝ) • hornMatrix (M.adjugate)ᵀ := by
  rw [Matrix.adjugate_fin_three]
  ext i j
  fin_cases i <;> fin_cases j <;>
    simp [hornMatrix, Matrix.trace, Matrix.mul_apply, Fin.sum_univ_three,
      Fin.sum_univ_four] <;> ring

/-- If `μ` bounds the Rayleigh quotient of a real symmetric matrix `S`, a vector attains the
bound exactly when `S q = μ q`. -/
theorem attains_iff_eigenvector {S : Matrix (Fin 4) (Fin 4) ℝ} (hS : Sᵀ = S) {μ : ℝ}
    (hb : ∀ x, x ⬝ᵥ S *ᵥ x ≤ μ * (x ⬝ᵥ x)) (q : Fin 4 → ℝ) :
    q ⬝ᵥ S *ᵥ q = μ * (q ⬝ᵥ q) ↔ S *ᵥ q = μ • q := by
  constructor
  · intro hq
    have hsym : ∀ x y : Fin 4 → ℝ, x ⬝ᵥ S *ᵥ y = y ⬝ᵥ S *ᵥ x := fun x y => by
      rw [Matrix.dotProduct_mulVec, ← Matrix.mulVec_transpose, hS, dotProduct_comm]
    obtain ⟨w, hwd⟩ : ∃ w, w = μ • q - S *ᵥ q := ⟨_, rfl⟩
    have hw : w ⬝ᵥ w = w ⬝ᵥ (μ • q - S *ᵥ q) := by rw [← hwd]
    rw [dotProduct_sub, dotProduct_smul, smul_eq_mul] at hw
    -- vary q along the residual w: a nonnegative quadratic in t without constant term
    have hd := discrim_le_zero (a := μ * (w ⬝ᵥ w) - w ⬝ᵥ S *ᵥ w) (b := 2 * (w ⬝ᵥ w))
      (c := 0) (fun t => by
        have h := hb (q + t • w)
        simp only [Matrix.mulVec_add, Matrix.mulVec_smul, dotProduct_add, add_dotProduct,
          dotProduct_smul, smul_dotProduct, smul_eq_mul] at h
        rw [hsym q w, dotProduct_comm q w, hq] at h
        linear_combination h - 2 * t * hw)
    have h0 : w ⬝ᵥ w = 0 := by
      unfold discrim at hd
      nlinarith [sq_nonneg (w ⬝ᵥ w)]
    rw [dotProduct_self_eq_zero.mp h0] at hwd
    exact (sub_eq_zero.mp hwd.symm).symm
  · intro h
    rw [h, dotProduct_smul, smul_eq_mul]

/-- A nonzero real 4-vector has positive squared length. -/
theorem sq_length_pos {x : Fin 4 → ℝ} (hx : x ≠ 0) : 0 < x ⬝ᵥ x :=
  lt_of_le_of_ne (Finset.sum_nonneg fun i _ => mul_self_nonneg (x i))
    fun h => hx (dotProduct_self_eq_zero.mp h.symm)

/-- A real symmetric 4 by 4 matrix has a unit eigenvector whose eigenvalue bounds the
Rayleigh quotient. -/
theorem exists_top_eigenvector {S : Matrix (Fin 4) (Fin 4) ℝ} (hS : Sᵀ = S) :
    ∃ (μ : ℝ) (q : Fin 4 → ℝ), q ⬝ᵥ q = 1 ∧ S *ᵥ q = μ • q ∧
      ∀ x, x ⬝ᵥ S *ᵥ x ≤ μ * (x ⬝ᵥ x) := by
  have hcl : IsClosed {x : Fin 4 → ℝ | x ⬝ᵥ x = 1} :=
    isClosed_eq (by simp only [dotProduct]; fun_prop) continuous_const
  have hc : IsCompact {x : Fin 4 → ℝ | x ⬝ᵥ x = 1} := by
    refine (isCompact_Icc (a := fun _ : Fin 4 => (-1 : ℝ))
      (b := fun _ => (1 : ℝ))).of_isClosed_subset hcl ?_
    intro x hx
    have hi : ∀ i, x i * x i ≤ 1 := fun i =>
      (Finset.single_le_sum (f := fun i => x i * x i)
        (fun j _ => mul_self_nonneg (x j)) (Finset.mem_univ i)).trans_eq hx
    constructor
    · intro i
      show (-1 : ℝ) ≤ x i
      nlinarith [hi i]
    · intro i
      show x i ≤ (1 : ℝ)
      nlinarith [hi i]
  have hf : Continuous fun x : Fin 4 → ℝ => x ⬝ᵥ S *ᵥ x := by
    simp only [dotProduct, Matrix.mulVec]
    fun_prop
  obtain ⟨q, hq, hmax⟩ := hc.exists_isMaxOn
    ⟨![1, 0, 0, 0], by simp [dotProduct, Fin.sum_univ_four]⟩ hf.continuousOn
  have hq1 : q ⬝ᵥ q = 1 := hq
  -- scaling extends the bound from the sphere to all vectors
  have hb : ∀ x, x ⬝ᵥ S *ᵥ x ≤ (q ⬝ᵥ S *ᵥ q) * (x ⬝ᵥ x) := by
    intro x
    by_cases hx : x = 0
    · simp [hx]
    obtain ⟨s, hs0, hs⟩ : ∃ s : ℝ, 0 < s ∧ s * s = x ⬝ᵥ x :=
      ⟨√(x ⬝ᵥ x), Real.sqrt_pos.mpr (sq_length_pos hx),
        Real.mul_self_sqrt (sq_length_pos hx).le⟩
    have h1 : (s⁻¹ • x) ⬝ᵥ (s⁻¹ • x) = 1 := by
      rw [smul_dotProduct, dotProduct_smul, smul_eq_mul, smul_eq_mul, ← hs]
      field_simp
    have h2 : (s⁻¹ • x) ⬝ᵥ S *ᵥ (s⁻¹ • x) ≤ q ⬝ᵥ S *ᵥ q := isMaxOn_iff.mp hmax _ h1
    simp only [Matrix.mulVec_smul, dotProduct_smul, smul_dotProduct, smul_eq_mul] at h2
    calc x ⬝ᵥ S *ᵥ x = (s * s) * (s⁻¹ * (s⁻¹ * (x ⬝ᵥ S *ᵥ x))) := by field_simp
      _ ≤ (s * s) * (q ⬝ᵥ S *ᵥ q) := mul_le_mul_of_nonneg_left h2 (by positivity)
      _ = (q ⬝ᵥ S *ᵥ q) * (x ⬝ᵥ x) := by rw [hs]; ring
  exact ⟨_, q, hq1, (attains_iff_eigenvector hS hb q).mp (by rw [hq1, mul_one]), hb⟩

/-- A bound `μ` on the Rayleigh quotient of Horn's matrix bounds `trace (Aᵀ M)` for every
proper rotation `A`. -/
theorem rotation_overlap_le (M A : Matrix (Fin 3) (Fin 3) ℝ) (hA : Aᵀ * A = 1)
    (hdet : A.det = 1) {μ : ℝ} (hb : ∀ x, x ⬝ᵥ hornMatrix M *ᵥ x ≤ μ * (x ⬝ᵥ x)) :
    Matrix.trace (Aᵀ * M) ≤ μ := by
  have hadj : A.adjugate = Aᵀ := by
    have h := A.mul_adjugate
    rw [hdet, one_smul] at h
    calc A.adjugate = (Aᵀ * A) * A.adjugate := by rw [hA, one_mul]
      _ = Aᵀ := by rw [mul_assoc, h, mul_one]
  have h3 : Matrix.trace (Aᵀ * A) = 3 := by rw [hA]; simp
  have hsq := hornMatrix_sq A
  rw [hadj, Matrix.transpose_transpose, h3] at hsq
  obtain ⟨K, hK⟩ : ∃ K, K = 1 + hornMatrix A := ⟨_, rfl⟩
  -- K / 4 is a projector of trace one
  have hKK : K * K = (4 : ℝ) • K := by
    rw [hK, add_mul, one_mul, mul_add, mul_one, hsq]
    module
  have hKt : Kᵀ = K := by
    rw [hK, Matrix.transpose_add, Matrix.transpose_one, (hornMatrix_spec A).1]
  have hKtr : Matrix.trace K = 4 := by
    rw [hK, Matrix.trace_add, (hornMatrix_spec A).2.1]
    simp
  have hNK : Matrix.trace (hornMatrix M * K) = 4 * Matrix.trace (Aᵀ * M) := by
    rw [hK, mul_add, mul_one, Matrix.trace_add, (hornMatrix_spec M).2.1]
    simp [hornMatrix, Matrix.trace, Matrix.mul_apply, Fin.sum_univ_three, Fin.sum_univ_four]
    ring
  -- add up the Rayleigh bound over the columns of K
  have hsum : Matrix.trace (Kᵀ * (hornMatrix M * K)) ≤ μ * Matrix.trace (Kᵀ * K) := by
    have h := Finset.sum_le_sum fun j (_ : j ∈ Finset.univ) => hb fun i => K i j
    rw [← Finset.mul_sum] at h
    exact h
  rw [hKt, Matrix.trace_mul_comm, mul_assoc, hKK, Matrix.mul_smul, Matrix.trace_smul,
    Matrix.trace_smul, hNK, hKtr, smul_eq_mul, smul_eq_mul] at hsum
  linarith

/-- The largest eigenvalue of Horn's matrix is the maximum of `trace (R(q)ᵀ M)` over unit
quaternions and of `trace (Aᵀ M)` over proper rotations; the optimal unit quaternions are
exactly the unit eigenvectors for it. -/
theorem horn_alignment (M : Matrix (Fin 3) (Fin 3) ℝ) :
    ∃ μ : ℝ, IsGreatest {t | ∃ q, q ≠ 0 ∧ hornMatrix M *ᵥ q = t • q} μ ∧
      IsGreatest {t | ∃ q, q ⬝ᵥ q = 1 ∧ Matrix.trace ((rot q)ᵀ * M) = t} μ ∧
      IsGreatest {t | ∃ A : Matrix (Fin 3) (Fin 3) ℝ,
        Aᵀ * A = 1 ∧ A.det = 1 ∧ Matrix.trace (Aᵀ * M) = t} μ ∧
      ∀ q, q ⬝ᵥ q = 1 →
        (Matrix.trace ((rot q)ᵀ * M) = μ ↔ hornMatrix M *ᵥ q = μ • q) := by
  obtain ⟨hS, -, htr⟩ := hornMatrix_spec M
  obtain ⟨μ, q, hq, hev, hb⟩ := exists_top_eigenvector hS
  have hiff : ∀ p, p ⬝ᵥ p = 1 →
      (Matrix.trace ((rot p)ᵀ * M) = μ ↔ hornMatrix M *ᵥ p = μ • p) := fun p hp => by
    rw [← attains_iff_eigenvector hS hb p, htr, hp, mul_one]
  have hopt := (hiff q hq).mpr hev
  refine ⟨μ, ⟨⟨q, ?_, hev⟩, ?_⟩, ⟨⟨q, hq, hopt⟩, ?_⟩,
    ⟨⟨rot q, (rot_proper q hq).1, (rot_proper q hq).2, hopt⟩, ?_⟩, hiff⟩
  · rintro rfl
    simp at hq
  · rintro t ⟨x, hx, hxt⟩
    have h := hb x
    rw [hxt, dotProduct_smul, smul_eq_mul] at h
    exact le_of_mul_le_mul_right h (sq_length_pos hx)
  · rintro t ⟨p, hp, rfl⟩
    exact rotation_overlap_le M _ (rot_proper p hp).1 (rot_proper p hp).2 hb
  · rintro t ⟨A, hA, hdet, rfl⟩
    exact rotation_overlap_le M A hA hdet hb

/-- For an orthogonal matrix `R`, the squared misfit between points `y k` and the images `R x k` is
the sum of their squared lengths minus `2 trace (Rᵀ M)`, with `M = ∑ y xᵀ`. -/
theorem misfit_eq {m : ℕ} (x y : Fin m → Fin 3 → ℝ) (R : Matrix (Fin 3) (Fin 3) ℝ)
    (hR : Rᵀ * R = 1) :
    ∑ k, (y k - R *ᵥ x k) ⬝ᵥ (y k - R *ᵥ x k) =
      ∑ k, (y k ⬝ᵥ y k + x k ⬝ᵥ x k) -
        2 * Matrix.trace (Rᵀ * ∑ k, Matrix.vecMulVec (y k) (x k)) := by
  rw [Matrix.mul_sum, Matrix.trace_sum, Finset.mul_sum, ← Finset.sum_sub_distrib]
  refine Finset.sum_congr rfl fun k _ => ?_
  -- orthogonal matrices preserve length
  have h1 : (R *ᵥ x k) ⬝ᵥ (R *ᵥ x k) = x k ⬝ᵥ x k := by
    have h : x k ⬝ᵥ (Rᵀ * R) *ᵥ x k = x k ⬝ᵥ x k := by rw [hR, Matrix.one_mulVec]
    rwa [← Matrix.mulVec_mulVec, Matrix.dotProduct_mulVec, Matrix.vecMul_transpose] at h
  have h2 : Matrix.trace (Rᵀ * Matrix.vecMulVec (y k) (x k)) = y k ⬝ᵥ R *ᵥ x k := by
    simp [Matrix.trace, Matrix.mul_apply, Matrix.vecMulVec_apply, Matrix.mulVec, dotProduct,
      Fin.sum_univ_three]
    ring
  rw [h2, sub_dotProduct, dotProduct_sub, dotProduct_sub, h1, dotProduct_comm (R *ᵥ x k) (y k)]
  ring

end

end HornAlignment
```

```lean
#print axioms HornAlignment.quat_conjugation
-- 'HornAlignment.quat_conjugation' depends on axioms: [propext, Classical.choice, Quot.sound]
#print axioms HornAlignment.horn_alignment
-- 'HornAlignment.horn_alignment' depends on axioms: [propext, Classical.choice, Quot.sound]
#print axioms HornAlignment.misfit_eq
-- 'HornAlignment.misfit_eq' depends on axioms: [propext, Classical.choice, Quot.sound]
```

## Reading the theorems against an alignment routine

`horn_alignment` says that for every real 3×3 `M` there is one number `μ` with four properties. Each `IsGreatest` means that `μ` belongs to a set and bounds it above. The sets are the eigenvalues of `hornMatrix M`, the overlaps of unit quaternions, and the overlaps of matrices with `Aᵀ * A = 1` and `A.det = 1`. The last clause says that a unit quaternion is optimal exactly when it is an eigenvector for `μ`.

A quaternion is a function `Fin 4 → ℝ` with the scalar part first, `⬝ᵥ` is the dot product, and `*ᵥ` applies a matrix to a vector. `misfit_eq` fixes the direction: `R` carries `x` to `y`. Exchanging the two point sets transposes `M` and inverts the fitted rotation.

The optimal rotation need not be unique. For $M=-\mathbf 1$, $N=\operatorname{diag}(-3,1,1,1)$, and a half turn about any axis is optimal. A code should expect an ill-determined rotation when the top two eigenvalues nearly coincide.

`misfit_eq` accepts any orthogonal `R`, reflections included, whereas the maximum is over proper rotations only. The points are taken as given: translation, centring and the choice of atom pairing are left to the caller. The theorems concern real numbers, so rounding error and the convergence of an eigensolver need their own analysis.
